# Decoupling a reference state from its complement leaves a self-adjoint operator unchanged exactly when the reference is an eigenvector

The reference state is modelled as one vector $p$ in a complex inner-product space $E$ of any dimension, and the Fock-type operator $F$ as a linear map defined on all of $E$. This covers a many-electron space built from a finite orbital basis. It leaves out unbounded operators that act only on a restricted domain.

```lean
import Mathlib

open scoped InnerProductSpace

namespace ProjectedZerothOrder

variable {E : Type*} [NormedAddCommGroup E] [InnerProductSpace ℂ E]
```

The inner product $\langle x,y\rangle$, written `⟪x, y⟫_ℂ`, is conjugate-linear in $x$ and linear in $y$, as in Dirac notation. The operator $P=|p\rangle\langle p|$ is `refProj p`; the two proof fields in its definition establish linearity.

```lean
/-- The operator `|p⟩⟨p|`, which sends `x` to `⟨p, x⟩ p`. -/
noncomputable def refProj (p : E) : E →ₗ[ℂ] E where
  toFun x := ⟪p, x⟫_ℂ • p
  map_add' x y := by rw [inner_add_right, add_smul]
  map_smul' c x := by rw [inner_smul_right, mul_smul, RingHom.id_apply]
```

With $Q=1-P$, the zeroth-order Hamiltonian is $H_0=PFP+QFQ$. In Lean, `*` between linear maps is composition. CASPT2 also separates the complement of the reference by excitation class, whereas here it stays a single block.

```lean
/-- The projected zeroth-order Hamiltonian `H0 = P F P + (1 - P) F (1 - P)` with
`P = |p⟩⟨p|`. -/
noncomputable def zerothOrder (F : E →ₗ[ℂ] E) (p : E) : E →ₗ[ℂ] E :=
  refProj p * F * refProj p + (1 - refProj p) * F * (1 - refProj p)
```

The residual $r=Fp-\langle p,Fp\rangle p$ is what remains of $Fp$ after subtracting $\langle p,Fp\rangle$ times $p$. For a unit vector $p$, this number is the expectation value of $F$.

```lean
/-- The residual `F p - ⟨p, F p⟩ p` of the reference state `p`. -/
noncomputable def residual (F : E →ₗ[ℂ] E) (p : E) : E := F p - ⟪p, F p⟫_ℂ • p
```

Self-adjointness of $F$ is the hypothesis `LinearMap.IsSymmetric F`, meaning $\langle Fx,y\rangle=\langle x,Fy\rangle$ for all $x,y$. Normalisation, $\|p\|=1$, is assumed only in the parts that say so.

## (a) The action of P

Write out the action of $P$ on a vector $x$:
$$Px=\langle p,x\rangle p.$$

This is $|p\rangle\langle p|x\rangle$ with the number moved to the front. It is also the definition, so `rfl` suffices.

```lean
lemma refProj_apply (p x : E) : refProj p x = ⟪p, x⟫_ℂ • p := rfl
```

## (b) The action of the two blocks

Expand $H_0x$ without using any property of $F$ beyond linearity:
$$H_0x=PF(Px)+\bigl[F(x-Px)-PF(x-Px)\bigr].$$

The first term is $PFPx$. In the second, $Qx=x-Px$, and applying $Q$ to $F(Qx)$ gives the bracket. Lean again accepts this by unfolding definitions.

```lean
lemma zerothOrder_apply (F : E →ₗ[ℂ] E) (p x : E) :
    zerothOrder F p x = refProj p (F (refProj p x)) +
      (F (x - refProj p x) - refProj p (F (x - refProj p x))) := rfl
```

## (c) Normalisation as an inner product

For $\|p\|=1$, show that
$$\langle p,p\rangle=1.$$

The inner product of a vector with itself is its squared norm, here $1^2$.

```lean
lemma inner_self_one {p : E} (hp : ‖p‖ = 1) : ⟪p, p⟫_ℂ = 1 := by
  rw [inner_self_eq_norm_sq_to_K, hp]
  simp
```

## (d) Self-adjointness of P

Show, for any $p$, that
$$\langle Px,y\rangle=\langle x,Py\rangle.$$

The left side is $\overline{\langle p,x\rangle}\,\langle p,y\rangle=\langle x,p\rangle\langle p,y\rangle$. The right side is $\langle p,y\rangle\langle x,p\rangle$, the same product. The rewrites `inner_smul_left` and `inner_conj_symm` take the scalar out and remove the conjugate.

```lean
/-- The operator `|p⟩⟨p|` is self-adjoint. -/
theorem refProj_isSymmetric (p : E) : LinearMap.IsSymmetric (refProj p) := by
  intro x y
  rw [refProj_apply, refProj_apply, inner_smul_left, inner_smul_right,
    inner_conj_symm, mul_comm]
```

## (e) Projecting twice

For a unit vector $p$, show that
$$P^2=P.$$

Apply $P$ to $Px$ and use (c):
$$P(Px)=\langle p,\langle p,x\rangle p\rangle p=\langle p,x\rangle\langle p,p\rangle p=\langle p,x\rangle p.$$
Together with (d), this makes $P$ an orthogonal projector. The tactic `ext x` reduces the operator equation to this calculation.

```lean
/-- For a unit vector `p` the operator `|p⟩⟨p|` is idempotent. -/
theorem refProj_idempotent {p : E} (hp : ‖p‖ = 1) :
    refProj p * refProj p = refProj p := by
  ext x
  change ⟪p, ⟪p, x⟫_ℂ • p⟫_ℂ • p = ⟪p, x⟫_ℂ • p
  rw [inner_smul_right, inner_self_one hp, mul_one]
```

## (f) Self-adjointness of the zeroth-order Hamiltonian

For self-adjoint $F$, show that
$$\langle H_0x,y\rangle=\langle x,H_0y\rangle.$$

By (d), $Q$ is self-adjoint as well. Move the factors across one at a time:
$$\langle PFPx,y\rangle=\langle FPx,Py\rangle=\langle Px,FPy\rangle=\langle x,PFPy\rangle.$$
The same three moves with $Q$ in place of $P$ handle the other block, and adding the two gives the claim. The final rewrite lists these six moves as `hP, hF', hP, hQ, hF', hQ`.

```lean
/-- If `F` is self-adjoint, so is the projected zeroth-order Hamiltonian. -/
theorem zerothOrder_isSymmetric {F : E →ₗ[ℂ] E} (hF : LinearMap.IsSymmetric F) (p : E) :
    LinearMap.IsSymmetric (zerothOrder F p) := by
  have hF' : ∀ x y, ⟪F x, y⟫_ℂ = ⟪x, F y⟫_ℂ := hF
  have hP : ∀ x y, ⟪refProj p x, y⟫_ℂ = ⟪x, refProj p y⟫_ℂ := refProj_isSymmetric p
  have hQ : ∀ x y, ⟪x - refProj p x, y⟫_ℂ = ⟪x, y - refProj p y⟫_ℂ := by
    intro x y
    rw [inner_sub_left, inner_sub_right, hP]
  intro x y
  -- move the three factors of each block across the inner product
  rw [zerothOrder_apply, zerothOrder_apply, inner_add_left, inner_add_right,
    hP, hF', hP, hQ, hF', hQ]
```

## (g) The reference under the zeroth-order Hamiltonian

For a unit vector $p$, show that
$$H_0p=\langle p,Fp\rangle p.$$

Since $Pp=p$ and $Qp=0$, only the first block contributes, and $PFp=\langle p,Fp\rangle p$. Self-adjointness of $F$ is not needed.

Rayleigh–Schrödinger perturbation theory starts from an eigenvector of $H_0$, and a CASSCF reference is in general not an eigenvector of the generalised Fock operator; in this two-block model, the projection supplies the missing property.

```lean
/-- A unit reference vector `p` satisfies `H0 p = ⟨p, F p⟩ p`. -/
theorem zerothOrder_reference (F : E →ₗ[ℂ] E) {p : E} (hp : ‖p‖ = 1) :
    zerothOrder F p p = ⟪p, F p⟫_ℂ • p := by
  have hPp : refProj p p = p := by
    rw [refProj_apply, inner_self_one hp, one_smul]
  rw [zerothOrder_apply, hPp, sub_self, map_zero, map_zero, sub_zero, add_zero,
    refProj_apply]
```

## (h) The orthogonal complement

For a unit vector $p$ and $\langle p,x\rangle=0$, show that
$$\langle p,H_0x\rangle=0.$$

Now $Px=0$, so $H_0x=Fx-\langle p,Fx\rangle p$. Taking the inner product with $p$ gives $\langle p,Fx\rangle-\langle p,Fx\rangle\langle p,p\rangle=0$. Thus $H_0$ does not couple the complement to the reference.

```lean
/-- For a unit reference vector `p`, the operator `H0` maps every vector orthogonal to `p` to a
vector orthogonal to `p`. -/
theorem zerothOrder_orthogonal (F : E →ₗ[ℂ] E) {p x : E} (hp : ‖p‖ = 1)
    (hx : ⟪p, x⟫_ℂ = 0) : ⟪p, zerothOrder F p x⟫_ℂ = 0 := by
  have hx0 : refProj p x = 0 := by rw [refProj_apply, hx, zero_smul]
  rw [zerothOrder_apply, hx0, map_zero, map_zero, zero_add, sub_zero, refProj_apply,
    inner_sub_right, inner_smul_right, inner_self_one hp, mul_one, sub_self]
```

## (i) The discarded coupling

For self-adjoint $F$ and any $p$, find what $H_0$ leaves out:
$$(F-H_0)x=\langle p,x\rangle r+\langle r,x\rangle p.$$

Expanding $QFQ$ gives $F-H_0=FP+PF-2PFP$, hence
$$(F-H_0)x=\langle p,x\rangle Fp+\langle p,Fx\rangle p-2\langle p,x\rangle\langle p,Fp\rangle p.$$
One copy of the last term turns $Fp$ into $r$. The other combines with $\langle p,Fx\rangle p$, because self-adjointness gives
$$\langle r,x\rangle=\langle p,Fx\rangle-\langle p,Fp\rangle\langle p,x\rangle.$$
This last identity is `h1` in the proof; `module` then collects the vector terms.

```lean
/-- For self-adjoint `F`, the part of `F` missing from `H0` is `|r⟩⟨p| + |p⟩⟨r|`, where `r`
is the residual of `p`. -/
theorem discarded_coupling {F : E →ₗ[ℂ] E} (hF : LinearMap.IsSymmetric F) (p x : E) :
    F x - zerothOrder F p x =
      ⟪p, x⟫_ℂ • residual F p + ⟪residual F p, x⟫_ℂ • p := by
  have hF' : ∀ x y, ⟪F x, y⟫_ℂ = ⟪x, F y⟫_ℂ := hF
  have h1 : ⟪residual F p, x⟫_ℂ = ⟪p, F x⟫_ℂ - ⟪p, F p⟫_ℂ * ⟪p, x⟫_ℂ := by
    rw [residual, inner_sub_left, inner_smul_left, inner_conj_symm, hF' p x, hF' p p]
  rw [h1, zerothOrder_apply]
  simp only [refProj_apply, residual, map_sub, map_smul]
  module
```

## (j) When nothing is discarded

For self-adjoint $F$ and a unit vector $p$, show that
$$H_0=F\iff Fp=cp\ \text{ for some } c\in\mathbb C.$$

If $H_0=F$, then (g) reads $Fp=\langle p,Fp\rangle p$, an eigenvalue equation. Conversely, if $Fp=cp$, then $\langle p,Fp\rangle=c$, so $r=cp-cp=0$. Both terms in (i) vanish for every $x$, and $F=H_0$.

`Module.End.HasEigenvector F c p` also requires $p\neq0$, which follows from $\|p\|=1$. The two bullets of the proof are the two directions.

```lean
/-- For self-adjoint `F` and a unit reference vector `p`, the projected Hamiltonian `H0`
equals `F` if and only if `p` is an eigenvector of `F`. -/
theorem zerothOrder_eq_iff {F : E →ₗ[ℂ] E} (hF : LinearMap.IsSymmetric F) {p : E}
    (hp : ‖p‖ = 1) :
    zerothOrder F p = F ↔ ∃ c : ℂ, Module.End.HasEigenvector F c p := by
  constructor
  · intro h
    have hp0 : p ≠ 0 := by
      rintro rfl
      simp at hp
    have h1 := zerothOrder_reference F hp
    rw [h] at h1
    exact ⟨⟪p, F p⟫_ℂ, Module.End.mem_eigenspace_iff.mpr h1, hp0⟩
  · rintro ⟨c, hc⟩
    have h1 : F p = c • p := hc.apply_eq_smul
    -- a unit eigenvector has zero residual, so nothing is discarded
    have hr : residual F p = 0 := by
      rw [residual, h1, inner_smul_right, inner_self_one hp, mul_one, sub_self]
    ext x
    have h2 := discarded_coupling hF p x
    rw [hr, smul_zero, inner_zero_left, zero_smul, add_zero] at h2
    exact (sub_eq_zero.mp h2).symm
```

## (k) Pythagoras in a complex space

For $\langle u,v\rangle=0$, show that
$$\|u+v\|^2=\|u\|^2+\|v\|^2.$$

The expansion $\|u+v\|^2=\|u\|^2+2\,\mathrm{Re}\langle u,v\rangle+\|v\|^2$ loses its middle term.

```lean
lemma pythagoras {u v : E} (h : ⟪u, v⟫_ℂ = 0) : ‖u + v‖ ^ 2 = ‖u‖ ^ 2 + ‖v‖ ^ 2 := by
  have h1 := norm_add_sq (𝕜 := ℂ) u v
  rw [h] at h1
  simpa using h1
```

## (l) The size of the discarded part

For self-adjoint $F$ and a unit vector $p$, show that
$$\|(F-H_0)x\|\le\|r\|\,\|x\|\quad\text{for all }x,\qquad \|(F-H_0)p\|=\|r\|\,\|p\|.$$

Write $x=ap+y$ with $a=\langle p,x\rangle$, so that $\langle p,y\rangle=0$ and, by (k), $\|x\|^2=|a|^2+\|y\|^2$. Also $\langle p,r\rangle=\langle p,Fp\rangle-\langle p,Fp\rangle=0$, hence $\langle r,x\rangle=\langle r,y\rangle$. By (i), $(F-H_0)x=ar+\langle r,y\rangle p$, a sum of orthogonal vectors. Pythagoras and then Cauchy–Schwarz give
$$\|(F-H_0)x\|^2=|a|^2\|r\|^2+|\langle r,y\rangle|^2\le\|r\|^2\bigl(|a|^2+\|y\|^2\bigr)=\|r\|^2\|x\|^2.$$
Taking square roots proves the bound. At $x=p$, part (g) gives $(F-H_0)p=r$, and $\|p\|=1$.

In Lean, `hx` is the decomposition of the norm, `horth` the orthogonality of the two terms and `hcs` the Cauchy–Schwarz step. The lemma `sq_le_sq₀` passes between norms and their squares.

```lean
/-- For self-adjoint `F` and a unit reference vector `p`, replacing `F` by `H0` changes its
action on `x` by at most the residual norm times `‖x‖`, and the bound is attained at `p`. -/
theorem discarded_norm {F : E →ₗ[ℂ] E} (hF : LinearMap.IsSymmetric F) {p : E}
    (hp : ‖p‖ = 1) :
    (∀ x, ‖F x - zerothOrder F p x‖ ≤ ‖residual F p‖ * ‖x‖) ∧
      ‖F p - zerothOrder F p p‖ = ‖residual F p‖ * ‖p‖ := by
  constructor
  · intro x
    have hpr : ⟪p, residual F p⟫_ℂ = 0 := by
      rw [residual, inner_sub_right, inner_smul_right, inner_self_one hp, mul_one, sub_self]
    have hrp : ⟪residual F p, p⟫_ℂ = 0 := by
      rw [← inner_conj_symm, hpr, map_zero]
    rw [discarded_coupling hF]
    generalize residual F p = r at hpr hrp ⊢
    -- split x into its reference component and the remainder y
    obtain ⟨y, hy⟩ : ∃ y, y = x - ⟪p, x⟫_ℂ • p := ⟨_, rfl⟩
    have hpy : ⟪⟪p, x⟫_ℂ • p, y⟫_ℂ = 0 := by
      rw [hy, inner_smul_left, inner_sub_right, inner_smul_right, inner_self_one hp,
        mul_one, sub_self, mul_zero]
    have hx : ‖x‖ ^ 2 = ‖⟪p, x⟫_ℂ‖ ^ 2 + ‖y‖ ^ 2 := by
      have h := pythagoras hpy
      rwa [hy, add_sub_cancel, ← hy, norm_smul, hp, mul_one] at h
    have hry : ⟪r, x⟫_ℂ = ⟪r, y⟫_ℂ := by
      rw [hy, inner_sub_right, inner_smul_right, hrp, mul_zero, sub_zero]
    have horth : ⟪⟪p, x⟫_ℂ • r, ⟪r, x⟫_ℂ • p⟫_ℂ = 0 := by
      rw [inner_smul_left, inner_smul_right, hrp, mul_zero, mul_zero]
    -- Cauchy-Schwarz on the remainder
    have hcs : ‖⟪r, y⟫_ℂ‖ ^ 2 ≤ (‖r‖ * ‖y‖) ^ 2 :=
      pow_le_pow_left₀ (norm_nonneg _) (norm_inner_le_norm r y) 2
    refine (sq_le_sq₀ (norm_nonneg _) (by positivity)).mp ?_
    rw [pythagoras horth, norm_smul, norm_smul, hp, mul_one, hry, mul_pow, mul_pow, hx]
    linarith [hcs, mul_pow ‖r‖ ‖y‖ 2,
      mul_add (‖r‖ ^ 2) (‖⟪p, x⟫_ℂ‖ ^ 2) (‖y‖ ^ 2),
      mul_comm (‖r‖ ^ 2) (‖⟪p, x⟫_ℂ‖ ^ 2)]
  · rw [zerothOrder_reference F hp, hp, mul_one, residual]

end ProjectedZerothOrder
```

```lean
#print axioms ProjectedZerothOrder.zerothOrder_isSymmetric
-- 'ProjectedZerothOrder.zerothOrder_isSymmetric' depends on axioms: [propext, Classical.choice, Quot.sound]
#print axioms ProjectedZerothOrder.zerothOrder_orthogonal
-- 'ProjectedZerothOrder.zerothOrder_orthogonal' depends on axioms: [propext, Classical.choice, Quot.sound]
#print axioms ProjectedZerothOrder.zerothOrder_eq_iff
-- 'ProjectedZerothOrder.zerothOrder_eq_iff' depends on axioms: [propext, Classical.choice, Quot.sound]
#print axioms ProjectedZerothOrder.discarded_norm
-- 'ProjectedZerothOrder.discarded_norm' depends on axioms: [propext, Classical.choice, Quot.sound]
```

## The residual as a standard deviation, with two states

Pythagoras applied to $Fp=\langle p,Fp\rangle p+r$ gives a neighbouring identity for self-adjoint $F$ and unit $p$:
$$\|r\|^2=\langle p,F^2p\rangle-\langle p,Fp\rangle^2.$$
The residual norm is therefore the standard deviation of $F$ in the reference state.

For a numerical instance, take
$$F=\begin{pmatrix}1&2\\2&4\end{pmatrix},\qquad p=\begin{pmatrix}1\\0\end{pmatrix}.$$
Then $\langle p,Fp\rangle=1$ and $r=(0,2)^{T}$, so $\|r\|=2$. The variance agrees: $5-1=4$. The projected operator is $H_0=\mathrm{diag}(1,4)$, with eigenvalues $1$ and $4$, while those of $F$ are $0$ and $5$. For $x=(3,4)^{T}$, the discarded part gives $(F-H_0)x=(8,6)^{T}$, of norm $10=2\cdot5$, so the bound in (l) is attained here too.
